# For one electron distributed statistically over two or more levels, summing binary level entropies overestimates the entropy by less than k_B

## How wrong is the sum of level entropies for a single electron?

Take n ≥ 2 single-particle levels, each of which holds at most one electron, and let log be the natural logarithm, so that entropies are in units of k_B. A level with mean occupation p has the binary entropy

s(p) = −p log p − (1 − p) log(1 − p).

Adding s over all levels gives the entropy of a system whose levels fill independently. Now suppose that there is exactly one electron, in a statistical mixture of the levels and not in a superposition: it sits in level i with probability pᵢ > 0, where ∑ᵢ pᵢ = 1. The levels are then not independent, since finding the electron in one of them empties all the others. The true entropy should be −∑ᵢ pᵢ log pᵢ, and I believe that ∑ᵢ s(pᵢ) exceeds it by a positive amount that stays below 1 and tends to 1 for pᵢ = 1/n as n grows.

I would like to see this derived rigorously and checked by machine, starting from a definition of entropy that applies to any distribution over many-electron configurations, so that the one-electron formula is a result and not an input. Can that be done?

## Configurations, occupations and the two entropies

Yes. A configuration is the set A of occupied levels, and a statistical state assigns a weight P(A) to every configuration. Three quantities follow from P. The true entropy is the Shannon entropy over configurations,

S_true = −∑_A P(A) log P(A),

with the convention 0 log 0 = 0. The occupation of level i is the total weight of the configurations that contain it,

fᵢ = ∑_{A containing i} P(A).

The independent-mode entropy uses the occupations alone:

S_mode = ∑ᵢ s(fᵢ).

The one-electron state has P({i}) = pᵢ, and P(A) = 0 for every A that does not have exactly one element.

## The excess is the sum of the empty-level terms

In the one-electron state, only the configurations {i} contribute to a sum over A. The total weight is therefore ∑ᵢ pᵢ = 1. The only one-electron configuration that contains level i is {i} itself, so fᵢ = pᵢ. The true entropy becomes

S_true = −∑ᵢ pᵢ log pᵢ.

The independent-mode entropy contains the same terms and a second set:

S_mode = −∑ᵢ pᵢ log pᵢ − ∑ᵢ (1 − pᵢ) log(1 − pᵢ).

Subtraction leaves the terms that belong to the empty levels,

S_mode − S_true = ∑ᵢ h(pᵢ), with h(p) = −(1 − p) log(1 − p).

To bound h(p) for 0 < p < 1, use the strict inequality log x < x − 1, which holds for every positive x other than 1. At x = 1 − p it reads

log(1 − p) < −p.

Multiplying by the positive number 1 − p and changing the sign gives

h(p) > p(1 − p) = p − p².

At x = 1/(1 − p) the same inequality reads

−log(1 − p) < 1/(1 − p) − 1,

and multiplication by 1 − p gives

h(p) < 1 − (1 − p) = p.

These bounds apply to every level. For any i there is another level j with pⱼ > 0, and since the probabilities sum to one, pᵢ ≤ 1 − pⱼ < 1. Summing over i and using ∑ᵢ pᵢ = 1,

1 − ∑ᵢ pᵢ² < S_mode − S_true < 1.

The left-hand side is positive: pᵢ² < pᵢ for each i, so ∑ᵢ pᵢ² < 1. Hence the excess lies strictly between 0 and 1.

For pᵢ = 1/n the sum of squares is n · (1/n²) = 1/n, so that

1 − 1/n < S_mode − S_true < 1,

and the excess tends to 1 as n grows.

## Three levels with probabilities 1/2, 1/4, 1/4

The true entropy is

S_true = (1/2) log 2 + 2 · (1/4) log 4 = (3/2) log 2 ≈ 1.040.

The level entropies are s(1/2) = log 2 ≈ 0.693 and s(1/4) = (1/4) log 4 + (3/4) log(4/3) ≈ 0.562, so

S_mode ≈ 0.693 + 2 · 0.562 ≈ 1.818.

The excess is about 0.778. The lower bound is 1 − (1/4 + 1/16 + 1/16) = 0.625, and the excess does lie between 0.625 and 1.

## The Lean file

```lean
import Mathlib

open Filter Topology

namespace OneElectronEntropy

noncomputable section

variable {ι : Type*} [Fintype ι]

/-- Binary entropy of a single level with occupation `p`. -/
def levelEntropy (p : ℝ) : ℝ :=
  -(p * Real.log p) - (1 - p) * Real.log (1 - p)

/-- Shannon entropy of a statistical state `P`, which gives a weight to every configuration,
that is, to every set of occupied levels. -/
def configEntropy (P : Finset ι → ℝ) : ℝ :=
  -∑ A, P A * Real.log (P A)

/-- Mean occupation of level `i`: the total weight of the configurations in which it is filled. -/
def occupation [DecidableEq ι] (P : Finset ι → ℝ) (i : ι) : ℝ :=
  ∑ A, if i ∈ A then P A else 0

/-- The independent-mode formula: the sum of the binary entropies of the mean occupations. -/
def modeEntropy [DecidableEq ι] (P : Finset ι → ℝ) : ℝ :=
  ∑ i, levelEntropy (occupation P i)

/-- The state with exactly one electron, found in level `i` with probability `p i`. -/
def oneElectron (p : ι → ℝ) (A : Finset ι) : ℝ :=
  if A.card = 1 then ∑ i ∈ A, p i else 0

/-- A sum over configurations whose terms vanish unless there is exactly one electron
is a sum over levels. -/
theorem sum_configurations (f : Finset ι → ℝ) (hf : ∀ A, A.card ≠ 1 → f A = 0) :
    ∑ A, f A = ∑ i, f {i} := by
  symm
  refine Fintype.sum_of_injective (fun i => ({i} : Finset ι))
    Finset.singleton_injective _ f ?_ (fun _ => rfl)
  intro A hA
  apply hf
  intro hcard
  obtain ⟨i, hi⟩ := Finset.card_eq_one.mp hcard
  exact hA ⟨i, hi.symm⟩

/-- The total weight of the one-electron state is the sum of the level probabilities. -/
theorem sum_oneElectron (p : ι → ℝ) : ∑ A, oneElectron p A = ∑ i, p i := by
  rw [sum_configurations (oneElectron p) (fun A hA => by simp [oneElectron, hA])]
  simp [oneElectron]

/-- In the one-electron state the mean occupation of level `i` is `p i`. -/
theorem occupation_oneElectron [DecidableEq ι] (p : ι → ℝ) (i : ι) :
    occupation (oneElectron p) i = p i := by
  have h := sum_configurations (fun A => if i ∈ A then oneElectron p A else 0)
    (fun A hA => by simp [oneElectron, hA])
  unfold occupation
  rw [h]
  simp [oneElectron]

/-- The true entropy of the one-electron state is `-∑ p log p` over the levels. -/
theorem configEntropy_oneElectron (p : ι → ℝ) :
    configEntropy (oneElectron p) = -∑ i, p i * Real.log (p i) := by
  have h := sum_configurations (fun A => oneElectron p A * Real.log (oneElectron p A))
    (fun A hA => by simp [oneElectron, hA])
  unfold configEntropy
  rw [h]
  simp [oneElectron]

/-- The independent-mode formula differs from the true entropy of the one-electron state by
the hole terms `-(1 - p) log (1 - p)`, summed over the levels. -/
theorem excess_eq_hole_terms [DecidableEq ι] (p : ι → ℝ) :
    modeEntropy (oneElectron p) - configEntropy (oneElectron p)
      = ∑ i, -((1 - p i) * Real.log (1 - p i)) := by
  rw [configEntropy_oneElectron]
  simp only [modeEntropy, occupation_oneElectron, levelEntropy,
    Finset.sum_sub_distrib, Finset.sum_neg_distrib]
  ring

/-- The hole term of a partially filled level lies strictly between `p - p ^ 2` and `p`. -/
theorem hole_term_bounds {p : ℝ} (h0 : 0 < p) (h1 : p < 1) :
    p - p ^ 2 < -((1 - p) * Real.log (1 - p)) ∧ -((1 - p) * Real.log (1 - p)) < p := by
  have hx : 0 < 1 - p := by linarith
  have hne : 1 - p ≠ 1 := by linarith
  constructor
  · -- the tangent bound for the logarithm at `1 - p`
    have h := Real.log_lt_sub_one_of_pos hx hne
    have h' := mul_lt_mul_of_pos_left h hx
    nlinarith
  · -- the same bound at the inverse of `1 - p`
    have h := Real.log_lt_sub_one_of_pos (inv_pos.mpr hx) (fun h => hne (inv_eq_one.mp h))
    rw [Real.log_inv] at h
    have h' := mul_lt_mul_of_pos_left h hx
    have hc : (1 - p) * (1 - p)⁻¹ = 1 := mul_inv_cancel₀ hx.ne'
    rw [mul_sub, hc] at h'
    linarith

/-- With at least two levels, all of them reached with positive probability, no single level
is filled with certainty. -/
theorem prob_lt_one [Nontrivial ι] {p : ι → ℝ} (hp : ∀ i, 0 < p i)
    (hsum : ∑ i, p i = 1) (i : ι) : p i < 1 := by
  obtain ⟨j, hj⟩ := exists_ne i
  rw [← hsum]
  exact Finset.single_lt_sum hj (Finset.mem_univ i) (Finset.mem_univ j) (hp j)
    (fun k _ _ => (hp k).le)

/-- With at least two levels, all of them reached with positive probability, the excess of the
independent-mode formula over the true one-electron entropy is larger than `1 - ∑ p ^ 2`. -/
theorem excess_lower_bound [DecidableEq ι] [Nontrivial ι] {p : ι → ℝ}
    (hp : ∀ i, 0 < p i) (hsum : ∑ i, p i = 1) :
    1 - ∑ i, p i ^ 2 < modeEntropy (oneElectron p) - configEntropy (oneElectron p) := by
  have h : ∑ i, (p i - p i ^ 2) < ∑ i, -((1 - p i) * Real.log (1 - p i)) :=
    Finset.sum_lt_sum_of_nonempty Finset.univ_nonempty
      (fun i _ => (hole_term_bounds (hp i) (prob_lt_one hp hsum i)).1)
  rw [Finset.sum_sub_distrib, hsum] at h
  rw [excess_eq_hole_terms]
  exact h

/-- For one electron spread over at least two levels, the independent-mode formula exceeds the
true entropy by a positive amount below one. -/
theorem independent_mode_excess [DecidableEq ι] [Nontrivial ι] {p : ι → ℝ}
    (hp : ∀ i, 0 < p i) (hsum : ∑ i, p i = 1) :
    0 < modeEntropy (oneElectron p) - configEntropy (oneElectron p) ∧
      modeEntropy (oneElectron p) - configEntropy (oneElectron p) < 1 := by
  constructor
  · -- the sum of squared probabilities stays below one
    have hsq : ∑ i, p i ^ 2 < ∑ i, p i :=
      Finset.sum_lt_sum_of_nonempty Finset.univ_nonempty
        (fun i _ => by nlinarith [hp i, prob_lt_one hp hsum i])
    linarith [excess_lower_bound hp hsum]
  · have h : ∑ i, -((1 - p i) * Real.log (1 - p i)) < ∑ i, p i :=
      Finset.sum_lt_sum_of_nonempty Finset.univ_nonempty
        (fun i _ => (hole_term_bounds (hp i) (prob_lt_one hp hsum i)).2)
    rw [hsum] at h
    rw [excess_eq_hole_terms]
    exact h

/-- For one electron spread evenly over `n` levels, the excess of the independent-mode formula
over the true entropy tends to one as `n` grows. -/
theorem uniform_excess_tendsto_one :
    Tendsto (fun n : ℕ => modeEntropy (oneElectron (fun _ : Fin n => 1 / (n : ℝ)))
      - configEntropy (oneElectron (fun _ : Fin n => 1 / (n : ℝ)))) atTop (𝓝 1) := by
  have hlow : Tendsto (fun n : ℕ => 1 - 1 / (n : ℝ)) atTop (𝓝 1) := by
    simpa using (tendsto_const_nhds (x := (1 : ℝ))).sub
      (tendsto_one_div_atTop_nhds_zero_nat (𝕜 := ℝ))
  -- squeeze the excess between `1 - 1 / n` and `1`
  refine tendsto_of_tendsto_of_tendsto_of_le_of_le' hlow tendsto_const_nhds ?_ ?_
  all_goals
    filter_upwards [eventually_ge_atTop 2] with n hn
    have : Nontrivial (Fin n) := Fin.nontrivial_iff_two_le.mpr hn
    have hn0 : (0 : ℝ) < n := by
      have : 0 < n := by omega
      exact_mod_cast this
    have hp : ∀ _i : Fin n, 0 < 1 / (n : ℝ) := fun _ => by positivity
    have hsum : ∑ _i : Fin n, 1 / (n : ℝ) = 1 := by
      rw [Finset.sum_const, Finset.card_univ, Fintype.card_fin, nsmul_eq_mul]
      exact mul_one_div_cancel hn0.ne'
  · have hsq : ∑ _i : Fin n, (1 / (n : ℝ)) ^ 2 = 1 / (n : ℝ) := by
      rw [Finset.sum_const, Finset.card_univ, Fintype.card_fin, nsmul_eq_mul, pow_two,
        ← mul_assoc, mul_one_div_cancel hn0.ne', one_mul]
    have h := excess_lower_bound hp hsum
    rw [hsq] at h
    exact h.le
  · exact (independent_mode_excess hp hsum).2.le

end

end OneElectronEntropy
```

```lean
#print axioms OneElectronEntropy.sum_oneElectron
#print axioms OneElectronEntropy.configEntropy_oneElectron
#print axioms OneElectronEntropy.uniform_excess_tendsto_one
```

```
'OneElectronEntropy.sum_oneElectron' depends on axioms: [propext, Classical.choice, Quot.sound]
'OneElectronEntropy.configEntropy_oneElectron' depends on axioms: [propext, Classical.choice, Quot.sound]
'OneElectronEntropy.uniform_excess_tendsto_one' depends on axioms: [propext, Classical.choice, Quot.sound]
```

## What the theorems say about the electron

The levels are the elements of a finite type `ι`, and a configuration is a `Finset ι`. Each level is either in the set or not, which builds in the Pauli principle; with spin, a level is therefore a spin orbital. A state is a function `P : Finset ι → ℝ`, and `configEntropy`, `occupation` and `modeEntropy` are S_true, fᵢ and S_mode for such a function. These definitions do not require the weights to be non-negative or normalised. For the one-electron state, both properties follow from the hypotheses on `p`.

That state is `oneElectron p`. It gives a configuration with one element the weight `∑ i ∈ A, p i`, a sum with a single term, and gives every other configuration the weight zero.

The main theorem, `independent_mode_excess`, has three hypotheses:

- `Nontrivial ι` says that there are at least two levels. With a single level the electron is there with certainty, both entropies vanish, and so does the excess.
- `hp` says that every level has positive probability. A level with zero probability would add nothing to either entropy, so in a physical problem it can be left out of the list.
- `hsum` says that the probabilities sum to one.

The conclusion is that `modeEntropy (oneElectron p) - configEntropy (oneElectron p)` is greater than 0 and less than 1. Under the same hypotheses, `excess_lower_bound` gives the sharper lower bound 1 − ∑ᵢ pᵢ².

The limit is `uniform_excess_tendsto_one`. There the levels are `Fin n`, numbered from 0 to n − 1, and each has probability 1/n. `Tendsto … atTop (𝓝 1)` is ordinary convergence to 1 as n → ∞.

The entropy is that of a classical distribution over configurations. In quantum terms, this describes a density matrix that is diagonal in the occupation-number basis of the chosen levels. An electron in a coherent superposition of the levels is a pure state with zero von Neumann entropy, and the model does not describe it. There is also no Hamiltonian and no temperature: the pᵢ are given numbers, and Boltzmann probabilities are one possible choice.

The sum of binary entropies is the electronic entropy that accompanies Fermi–Dirac occupations in finite-temperature and smearing calculations, where it belongs to independently filled levels. This finite one-electron model shows that the same expression can fail when the particle number itself is fixed, and not only its average, even if every occupation is exact.

## How the proof follows the derivation

**From configurations to levels.** `sum_configurations` states that if `f A` vanishes whenever `A` does not have exactly one element, then the sum of `f` over all configurations equals the sum of `f {i}` over levels. The proof uses the fact that i ↦ {i} is injective, so no configuration is counted twice. It then has to show that `f` vanishes on every set not of the form {i}. Such a set cannot have one element, because `Finset.card_eq_one` would then write it as a singleton.

Three lemmas apply this reduction to different functions. `sum_oneElectron` takes the weights themselves and finds the total ∑ᵢ pᵢ. `occupation_oneElectron` takes the weights restricted to configurations that contain level i and finds pᵢ. `configEntropy_oneElectron` takes P(A) log P(A), whose sum is ∑ᵢ pᵢ log pᵢ, and the minus sign in the definition of the entropy then gives −∑ᵢ pᵢ log pᵢ. The first of these is a check on the model, and the later theorems do not call it.

**The subtraction.** `excess_eq_hole_terms` inserts the occupations and the true entropy, splits the sum of binary entropies into its two parts, and lets `ring` cancel the common one. This identity needs no hypothesis on `p`.

**The bounds on one level.** `hole_term_bounds` contains the two inequalities for h(p). Both halves start from `Real.log_lt_sub_one_of_pos`, which is log x < x − 1 for positive x ≠ 1. In the first half x is 1 − p. The step `mul_lt_mul_of_pos_left` multiplies by 1 − p, and `nlinarith` rearranges the result into p − p² < h(p). In the second half x is the inverse of 1 − p. `Real.log_inv` turns the logarithm of the inverse into −log(1 − p), and after the multiplication the product of 1 − p with its inverse is replaced by 1, which leaves h(p) < p.

**No level is certain.** `prob_lt_one` picks a level j different from i. Since pⱼ is positive and no other term is negative, the single term pᵢ is strictly smaller than the whole sum, which is 1. This supplies the condition p < 1 that the bounds on h(p) require.

**Summing over levels.** `excess_lower_bound` adds the lower bounds with `Finset.sum_lt_sum_of_nonempty`. The inequality stays strict because there is at least one level and every term is strict. `independent_mode_excess` adds the upper bounds in the same way to show that the excess is below 1. For positivity it first shows ∑ᵢ pᵢ² < ∑ᵢ pᵢ term by term, and then combines this with `excess_lower_bound`.

**The uniform limit.** `hlow` records that 1 − 1/n tends to 1. The squeeze theorem then needs the excess to lie between 1 − 1/n and 1 for all sufficiently large n, and `eventually_ge_atTop 2` restricts attention to n ≥ 2. The block after `all_goals` checks for both inequalities that `Fin n` has at least two elements and that the probabilities 1/n are positive and sum to one. The lower inequality also uses `hsq`, the statement that n terms of size 1/n² add up to 1/n. The upper one is the second half of `independent_mode_excess`.
